# Initial slope of the surface-plasmon dispersion for a lossless Drude metal under Feibelman's condition

Q: Before any theorem, tell me what the symbols mean. Which metal is this, and which surface?

A: A flat surface between vacuum and a lossless metal with plasma frequency wp > 0. The metal is jellium: its ions are smeared into a uniform positive background that ends at a sharp edge. All quantities are real numbers in the Lean file, with no units attached.

```lean
import Mathlib

open Filter Topology Set

namespace FeibelmanSurfacePlasmon

noncomputable section
```

The bulk metal enters only through its Drude dielectric function at frequency ω:

ε(ω) = 1 − wp²/ω²

```lean
/-- The Drude dielectric function of a lossless metal with plasma frequency `wp`. -/
def drudeEps (wp ω : ℝ) : ℝ := 1 - wp ^ 2 / ω ^ 2
```

The classical surface-plasmon frequency, written ws below and `surfaceFreq wp` in Lean, solves ε = −1:

ws = wp/√2

```lean
/-- The classical surface-plasmon frequency `wp / √2` of a flat surface. -/
def surfaceFreq (wp : ℝ) : ℝ := wp / Real.sqrt 2
```

Q: And the surface itself? Without retardation, a sharp boundary between vacuum and this Drude metal gives ws at every wave number, so where does the response of a smooth electron density profile enter?

A: Through the length d(ω), the centroid of the charge induced at the surface, measured from the edge of the positive background and counted positive towards the vacuum. For a mode of wave number q ≥ 0 along the surface, Feibelman's condition reads

ε(ω) + 1 − (ε(ω) − 1) q d(ω) = 0

```lean
/-- Feibelman's condition for a surface mode of wave number `q` and frequency `ω`,
with the centroid of the induced charge at `d ω`. -/
def FeibelmanCondition (wp : ℝ) (d : ℝ → ℝ) (q ω : ℝ) : Prop :=
  drudeEps wp ω + 1 - (drudeEps wp ω - 1) * q * d ω = 0
```

It is taken as a definition here; the text doesn't derive it from Maxwell's equations or from a microscopic model. Physically, it matches the fields across the surface and keeps the first correction in q for the displacement of the induced charge from the edge of the positive background. Feibelman's theory also obtains d from the electronic response; here d is any given real function of frequency.

Q: What counts as a plasmon branch?

A: A function w(q) that is continuous from the right at q = 0 and that, for all small q ≥ 0, is positive and solves the condition.

```lean
/-- A surface-plasmon branch: a dispersion `w q`, continuous from the right at `q = 0`, that is
positive and solves Feibelman's condition for all small `q ≥ 0`. -/
def IsSurfaceBranch (wp : ℝ) (d w : ℝ → ℝ) : Prop :=
  ContinuousWithinAt w (Ici 0) 0 ∧
    ∀ᶠ q in 𝓝[Ici 0] (0 : ℝ), 0 < w q ∧ FeibelmanCondition wp d q (w q)
```

The filter `𝓝[Ici 0] (0 : ℝ)` expresses "for all small q ≥ 0", with q = 0 included. Since q is the magnitude of a wave vector, values of w at negative q play no role. Continuity is required only at q = 0.

Q: You haven't required w(0) = ws. Is that hidden somewhere?

A: No, it follows. Let me do the algebra first. Put x = wp²/ω², so that ε = 1 − x. The condition becomes

2 − x + x q d(ω) = 0

Multiply by ω²/2 and use x ω² = wp² and wp²/2 = ws²:

ω² = ws² (1 − q d(ω))

For ω ≠ 0 every step can be reversed, so the two equations are equivalent. At q = 0 this gives w(0)² = ws², and since both frequencies are positive, w(0) = ws.

Lean first records that ws is positive:

```lean
/-- The surface-plasmon frequency is positive when the plasma frequency is. -/
theorem surfaceFreq_pos {wp : ℝ} (hwp : 0 < wp) : 0 < surfaceFreq wp :=
  div_pos hwp (Real.sqrt_pos.mpr (by norm_num))
```

The equivalence is `feibelman_iff`. Its forward direction is the multiplication by ω²/2, written as a `linear_combination`; the reverse direction cancels the nonzero factor ω².

```lean
/-- For a Drude metal, Feibelman's condition at nonzero frequency is the implicit dispersion law
`ω² = ws² (1 - q d(ω))`. -/
theorem feibelman_iff {wp q ω : ℝ} {d : ℝ → ℝ} (hω : ω ≠ 0) :
    FeibelmanCondition wp d q ω ↔ ω ^ 2 = surfaceFreq wp ^ 2 * (1 - q * d ω) := by
  have hs : surfaceFreq wp ^ 2 = wp ^ 2 / 2 := by
    unfold surfaceFreq
    rw [div_pow, Real.sq_sqrt (by norm_num)]
  have hω2 : ω ^ 2 ≠ 0 := pow_ne_zero 2 hω
  have hx : wp ^ 2 / ω ^ 2 * ω ^ 2 = wp ^ 2 := div_mul_cancel₀ _ hω2
  rw [hs]
  unfold FeibelmanCondition drudeEps
  generalize wp ^ 2 / ω ^ 2 = x at hx ⊢
  constructor
  · intro h
    linear_combination (ω ^ 2 / 2) * h + ((1 - q * d ω) / 2) * hx
  · intro h
    apply mul_right_cancel₀ hω2
    linear_combination 2 * h + (-1 + q * d ω) * hx
```

The starting value is `branch_zero`. It evaluates the branch property at q = 0 itself and then removes the squares by positivity.

```lean
/-- Every surface-plasmon branch starts at the classical frequency `ws` at `q = 0`. -/
theorem branch_zero {wp : ℝ} {d w : ℝ → ℝ} (hwp : 0 < wp) (h : IsSurfaceBranch wp d w) :
    w 0 = surfaceFreq wp := by
  obtain ⟨hpos, hF⟩ := h.2.self_of_nhdsWithin (mem_Ici.mpr le_rfl)
  have h0 := (feibelman_iff hpos.ne').mp hF
  exact (sq_eq_sq₀ hpos.le (surfaceFreq_pos hwp).le).mp (by linear_combination h0)
```

Q: The dispersion law is still implicit, because d is evaluated at the unknown frequency. How do you get a slope without differentiating d?

A: By factoring. Along the branch,

w(q)² − ws² = −ws² q d(w(q))

The left side is (w(q) − ws)(w(q) + ws). For q > 0, divide by q and by the positive sum w(q) + ws:

(w(q) − ws)/q = −ws² d(w(q))/(w(q) + ws)

As q → 0 from above, w(q) → ws because the branch is continuous there, and d(w(q)) → d(ws) because d is continuous at ws. The right side therefore tends to

−ws² d(ws)/(2 ws) = −ws d(ws)/2

Continuity of d at a single frequency is enough; its derivative never appears.

Q: Does the Lean proof follow that route?

A: Yes. `hdw` is the limit of d(w(q)), and `hg` is the limit of the whole right side. The proof then restates the one-sided derivative as a limit of difference quotients and shows that, for small q > 0, the quotient equals the expression in `hg`. The last line of that step is the dispersion law again.

```lean
/-- If `d` is continuous at `ws`, the initial slope of a surface-plasmon branch is `-ws d(ws) / 2`.
-/
theorem branch_hasDerivWithinAt {wp : ℝ} {d w : ℝ → ℝ} (hwp : 0 < wp)
    (hd : ContinuousAt d (surfaceFreq wp)) (h : IsSurfaceBranch wp d w) :
    HasDerivWithinAt w (-(surfaceFreq wp * d (surfaceFreq wp) / 2)) (Ici 0) 0 := by
  have hs := surfaceFreq_pos hwp
  have hw0 := branch_zero hwp h
  have hw : Tendsto w (𝓝[Ici 0] 0) (𝓝 (w 0)) := h.1
  rw [hw0] at hw
  have hdw : Tendsto (fun q => d (w q)) (𝓝[Ici 0] 0) (𝓝 (d (surfaceFreq wp))) :=
    hd.tendsto.comp hw
  have hne : surfaceFreq wp + surfaceFreq wp ≠ 0 := by linarith
  -- the difference quotient, with the factor `q` cancelled, has a limit
  have hg : Tendsto (fun q => -(surfaceFreq wp ^ 2 * d (w q)) / (w q + surfaceFreq wp))
      (𝓝[Ici 0] 0) (𝓝 (-(surfaceFreq wp ^ 2 * d (surfaceFreq wp)) /
        (surfaceFreq wp + surfaceFreq wp))) :=
    ((hdw.const_mul _).neg).div (hw.add_const _) hne
  have hval : -(surfaceFreq wp * d (surfaceFreq wp) / 2) =
      -(surfaceFreq wp ^ 2 * d (surfaceFreq wp)) / (surfaceFreq wp + surfaceFreq wp) := by
    rw [eq_div_iff hne]
    ring
  have hsub : Ici (0 : ℝ) \ {0} ⊆ Ici 0 := Set.sdiff_subset
  rw [hasDerivWithinAt_iff_tendsto_slope, hval]
  refine (hg.mono_left (nhdsWithin_mono 0 hsub)).congr' ?_
  filter_upwards [h.2.filter_mono (nhdsWithin_mono 0 hsub), self_mem_nhdsWithin] with q hq hmem
  have hq0 : q ≠ 0 := fun h0 => hmem.2 h0
  have hsum : w q + surfaceFreq wp ≠ 0 := by linarith [hq.1]
  have hdisp := (feibelman_iff hq.1.ne').mp hq.2
  rw [slope_def_field, hw0, sub_zero, div_eq_div_iff hsum hq0]
  linear_combination (-1) * hdisp
```

Q: Now read me the main theorem as a physicist would state it.

A: Let wp > 0, let d be continuous at ws, and let w be a surface-plasmon branch. Then three things hold. First, w(q)² = ws² (1 − q d(w(q))) for all small q ≥ 0. Second, w has right derivative −ws d(ws)/2 at q = 0. Third, that derivative is negative exactly when d(ws) > 0.

```lean
/-- Surface-plasmon dispersion at long wavelength, for `d` continuous at `ws`: a branch obeys `w² =
ws² (1 - q d(w))` for all small `q ≥ 0`, has initial slope `-ws d(ws) / 2`, and this slope is
negative exactly when the centroid `d(ws)` is positive. -/
theorem surface_plasmon_dispersion {wp : ℝ} {d w : ℝ → ℝ} (hwp : 0 < wp)
    (hd : ContinuousAt d (surfaceFreq wp)) (h : IsSurfaceBranch wp d w) :
    (∀ᶠ q in 𝓝[Ici 0] (0 : ℝ), w q ^ 2 = surfaceFreq wp ^ 2 * (1 - q * d (w q))) ∧
    HasDerivWithinAt w (-(surfaceFreq wp * d (surfaceFreq wp) / 2)) (Ici 0) 0 ∧
    (derivWithin w (Ici 0) 0 < 0 ↔ 0 < d (surfaceFreq wp)) := by
  have hs := surfaceFreq_pos hwp
  have hder := branch_hasDerivWithinAt hwp hd h
  refine ⟨h.2.mono fun q hq => (feibelman_iff hq.1.ne').mp hq.2, hder, ?_⟩
  rw [hder.derivWithin (uniqueDiffOn_Ici 0 0 (mem_Ici.mpr le_rfl))]
  constructor
  · intro h1
    exact (mul_pos_iff_of_pos_left hs).mp (by linarith)
  · intro h1
    have := mul_pos hs h1
    linarith
```

The first two parts come from the earlier lemmas. For the third, the proof replaces `derivWithin w (Ici 0) 0` by the value just found, which is legitimate because a one-sided derivative at the end of a half-line is unique. What remains is a sign comparison with ws > 0.

Q: So induced charge that spills out towards the vacuum makes the plasmon start downwards. But in a real metal the q → 0 limit runs into the light line.

A: It does, and the model leaves retardation out. The limit should be read as q small compared with 1/|d| but still large compared with ws/c, where c is the speed of light. Damping is absent too: a computed d(ω) is in general complex, and here it is real. Interband transitions, which would change ε, are also missing. Within this non-retarded, lossless Drude model, the result links an electronic-structure calculation of the surface response to a measurable quantity: the value of d at the one frequency ws fixes the initial slope.

Q: A slope at q = 0 says little about a mode at finite q. Can you say anything there?

A: The sign statement survives, with d taken at the frequency of the mode itself. If q > 0 and ω > 0 solve the condition, then

ω² − ws² = −ws² q d(ω)

so ω < ws exactly when d(ω) > 0. No continuity and no branch are needed.

```lean
/-- At any wave number `q > 0`, a surface mode lies below `ws` exactly when the charge centroid
at the frequency of the mode is positive. -/
theorem redshift_iff {wp q ω : ℝ} {d : ℝ → ℝ} (hwp : 0 < wp) (hq : 0 < q) (hω : 0 < ω)
    (hF : FeibelmanCondition wp d q ω) : ω < surfaceFreq wp ↔ 0 < d ω := by
  have hs := surfaceFreq_pos hwp
  have hp : 0 < surfaceFreq wp ^ 2 * q := by positivity
  have hdisp := (feibelman_iff hω.ne').mp hF
  rw [← sq_lt_sq₀ hω.le hs.le]
  constructor
  · intro h
    exact (mul_pos_iff_of_pos_left hp).mp (by nlinarith)
  · intro h
    have := mul_pos hp h
    nlinarith
```

The proof compares squares, which is allowed because both frequencies are positive. Keep in mind that the condition is itself a first-order correction in q, so at larger q this describes solutions of the equation more reliably than it describes a metal.

Q: You keep assuming that solutions exist. Perhaps for an awkward d there are none.

A: If d is continuous at all positive frequencies, there are solutions as close to ws as you like, once q is small enough. Consider

f(ω) = ω² − ws² (1 − q d(ω))

Choose η > 0 smaller than both ws and the prescribed distance δ. At q = 0, f is negative at ws − η and positive at ws + η. Since d(ws − η) and d(ws + η) are fixed numbers, both signs persist for small q, and the intermediate value theorem gives a zero in between. That zero is positive and solves Feibelman's condition.

```lean
/-- If the centroid depends continuously on frequency, then for each prescribed distance `δ > 0`
there is, for all sufficiently small `q ≥ 0`, a surface mode within `δ` of `ws`. -/
theorem exists_mode_near {wp δ : ℝ} {d : ℝ → ℝ} (hwp : 0 < wp) (hd : ContinuousOn d (Ioi 0))
    (hδ : 0 < δ) : ∀ᶠ q in 𝓝[Ici 0] (0 : ℝ),
      ∃ ω, 0 < ω ∧ |ω - surfaceFreq wp| < δ ∧ FeibelmanCondition wp d q ω := by
  have hs := surfaceFreq_pos hwp
  obtain ⟨η, hη, hηδ, hηs⟩ : ∃ η, 0 < η ∧ η < δ ∧ η < surfaceFreq wp :=
    ⟨min δ (surfaceFreq wp) / 2, by positivity,
      by linarith [min_le_left δ (surfaceFreq wp), lt_min hδ hs],
      by linarith [min_le_right δ (surfaceFreq wp), lt_min hδ hs]⟩
  generalize hS : surfaceFreq wp = s at *
  -- the dispersion law changes sign between `s - η` and `s + η`
  have hlo : ∀ᶠ q in 𝓝 (0 : ℝ), (s - η) ^ 2 - s ^ 2 * (1 - q * d (s - η)) < 0 :=
    ContinuousAt.eventually_lt (by fun_prop) continuousAt_const (by nlinarith)
  have hhi : ∀ᶠ q in 𝓝 (0 : ℝ), 0 < (s + η) ^ 2 - s ^ 2 * (1 - q * d (s + η)) :=
    ContinuousAt.eventually_lt continuousAt_const (by fun_prop) (by nlinarith)
  filter_upwards [nhdsWithin_le_nhds hlo, nhdsWithin_le_nhds hhi] with q h1 h2
  have hd' : ContinuousOn d (Icc (s - η) (s + η)) :=
    hd.mono fun x hx => mem_Ioi.mpr (by linarith [hx.1])
  have hc : ContinuousOn (fun ω => ω ^ 2 - s ^ 2 * (1 - q * d ω)) (Icc (s - η) (s + η)) := by
    fun_prop
  obtain ⟨ω, hω, hz⟩ := intermediate_value_Icc (by linarith) hc ⟨h1.le, h2.le⟩
  have hpos : 0 < ω := by linarith [hω.1]
  refine ⟨ω, hpos, abs_lt.mpr ⟨by linarith [hω.1], by linarith [hω.2]⟩, ?_⟩
  rw [feibelman_iff hpos.ne', hS]
  exact sub_eq_zero.mp hz
```

In the Lean proof, `hlo` and `hhi` are the two persistent signs, and `intermediate_value_Icc` supplies the zero. The theorem doesn't say that the mode is unique.

Q: Then show me one complete branch, with a d that really depends on frequency.

A: Take d(ω) = a + b ω² with any real a and b. The dispersion law becomes linear in ω²:

ω² (1 + b ws² q) = ws² (1 − a q)

For small q ≥ 0 both brackets are positive, so

w(q) = ws √((1 − a q)/(1 + b ws² q))

```lean
/-- For the centroid `d(ω) = a + b ω²`, the dispersion `ws √((1 - a q) / (1 + b ws² q))` is a
surface-plasmon branch. -/
theorem isSurfaceBranch_witness {wp : ℝ} (hwp : 0 < wp) (a b : ℝ) :
    IsSurfaceBranch wp (fun ω => a + b * ω ^ 2) (fun q => surfaceFreq wp *
      Real.sqrt ((1 - a * q) / (1 + b * surfaceFreq wp ^ 2 * q))) := by
  have hs := surfaceFreq_pos hwp
  constructor
  · have hc : ContinuousAt (fun q : ℝ => (1 - a * q) / (1 + b * surfaceFreq wp ^ 2 * q)) 0 :=
      ContinuousAt.div (by fun_prop) (by fun_prop) (by simp)
    exact (continuousAt_const.mul
      (Real.continuous_sqrt.continuousAt.comp hc)).continuousWithinAt
  · have h1 : ∀ᶠ q in 𝓝 (0 : ℝ), 0 < 1 - a * q :=
      ContinuousAt.eventually_lt continuousAt_const (by fun_prop) (by simp)
    have h2 : ∀ᶠ q in 𝓝 (0 : ℝ), 0 < 1 + b * surfaceFreq wp ^ 2 * q :=
      ContinuousAt.eventually_lt continuousAt_const (by fun_prop) (by simp)
    filter_upwards [nhdsWithin_le_nhds h1, nhdsWithin_le_nhds h2] with q hN hD
    have hx0 := div_pos hN hD
    have hx := div_mul_cancel₀ (1 - a * q) hD.ne'
    generalize (1 - a * q) / (1 + b * surfaceFreq wp ^ 2 * q) = x at hx0 hx ⊢
    have hpos : 0 < surfaceFreq wp * Real.sqrt x := mul_pos hs (Real.sqrt_pos.mpr hx0)
    have hsq : (surfaceFreq wp * Real.sqrt x) ^ 2 = surfaceFreq wp ^ 2 * x := by
      rw [mul_pow, Real.sq_sqrt hx0.le]
    refine ⟨hpos, (feibelman_iff hpos.ne').mpr ?_⟩
    simp only [hsq]
    linear_combination surfaceFreq wp ^ 2 * hx

end

end FeibelmanSurfacePlasmon
```

Lean checks continuity at q = 0, the positivity of numerator and denominator near it, and the condition itself through `feibelman_iff`. Differentiating the formula by hand gives the slope −ws (a + b ws²)/2, which is −ws d(ws)/2, as the general theorem requires. With a = b = 0 the branch is flat at ws, the sharp-boundary result you began with.

```lean
#print axioms FeibelmanSurfacePlasmon.surface_plasmon_dispersion
#print axioms FeibelmanSurfacePlasmon.redshift_iff
#print axioms FeibelmanSurfacePlasmon.exists_mode_near
```

```
'FeibelmanSurfacePlasmon.surface_plasmon_dispersion' depends on axioms: [propext, Classical.choice, Quot.sound]
'FeibelmanSurfacePlasmon.redshift_iff' depends on axioms: [propext, Classical.choice, Quot.sound]
'FeibelmanSurfacePlasmon.exists_mode_near' depends on axioms: [propext, Classical.choice, Quot.sound]
```
